# The real (n+1)×(n+1) matrix with 1 on and below the diagonal and −q above it has determinant (1+q)ⁿ

The theorem `det_stepMatrix` concerns the square matrix of size n + 1 whose entries are 1 on and below the diagonal and −q above it. It states that the determinant is (1 + q)ⁿ for every natural number n and every real q. This is a statement of pure matrix algebra, and the file attaches no physical model to it. The attempt subtracts from each row the row above it, which keeps the determinant and leaves an upper triangular matrix `B` with diagonal 1, 1 + q, …, 1 + q. The determinant is then the product of these diagonal entries.

An attempt in Lean 4 with a fault in it:

```lean
import Mathlib

open Matrix

namespace DetStepMatrix

noncomputable section

/-- The matrix with `1` on and below the diagonal and `-q` above it. -/
def stepMatrix (n : ℕ) (q : ℝ) : Matrix (Fin (n + 1)) (Fin (n + 1)) ℝ :=
  Matrix.of fun i j => if j ≤ i then 1 else -q

/-- The step matrix of size `n + 1` has determinant `(1 + q) ^ n`. -/
theorem det_stepMatrix (n : ℕ) (q : ℝ) : (stepMatrix n q).det = (1 + q) ^ n := by
  -- subtracting from each row the one above it leaves an upper triangular matrix
  let B : Matrix (Fin (n + 1)) (Fin (n + 1)) ℝ := Matrix.of fun i j =>
    if (i : ℕ) = 0 then (if (j : ℕ) = 0 then 1 else -q)
    else if (i : ℕ) = (j : ℕ) then 1 + q else 0
  have hAB : (stepMatrix n q).det = B.det := by
    refine Matrix.det_eq_of_forall_row_eq_smul_add_pred (fun _ => 1) ?_ ?_
    · intro j
      simp only [stepMatrix, B, Matrix.of_apply, Fin.le_def, Fin.val_zero]
      split_ifs <;> first | omega | rfl
    · intro i j
      have e1 : (i.castSucc : ℕ) = i := rfl
      have e2 : (i.succ : ℕ) = i + 1 := rfl
      simp only [stepMatrix, B, Matrix.of_apply, Fin.le_def, e1, e2]
      split_ifs <;> first | omega | ring
  have hB : B.BlockTriangular id := by
    intro i j hij
    have h : (j : ℕ) < i := hij
    simp only [B, Matrix.of_apply]
    split_ifs <;> first | omega | rfl
  rw [hAB, Matrix.det_of_upperTriangular hB, Fin.prod_univ_succ]
  simp [B]

end

end DetStepMatrix
```

Compiling this gives:

```
Main.lean:23:36: error: Tactic `rfl` failed: The left-hand side
  if ↑j ≤ 0 then 1 else -q
is not definitionally equal to the right-hand side
  if ↑j = 0 then 1 else -q

case pos
n : ℕ
q : ℝ
B : Matrix (Fin (n + 1)) (Fin (n + 1)) ℝ :=
  of fun i j => if ↑i = 0 then if ↑j = 0 then 1 else -q else if ↑i = ↑j then 1 + q else 0
j : Fin (n + 1)
h✝ : ↑j ≤ 0
⊢ (if ↑j ≤ 0 then 1 else -q) = if ↑j = 0 then 1 else -q
Main.lean:23:36: error: Tactic `rfl` failed: The left-hand side
  if ↑j ≤ 0 then 1 else -q
is not definitionally equal to the right-hand side
  if ↑j = 0 then 1 else -q

case neg
n : ℕ
q : ℝ
B : Matrix (Fin (n + 1)) (Fin (n + 1)) ℝ :=
  of fun i j => if ↑i = 0 then if ↑j = 0 then 1 else -q else if ↑i = ↑j then 1 + q else 0
j : Fin (n + 1)
h✝ : ¬↑j ≤ 0
⊢ (if ↑j ≤ 0 then 1 else -q) = if ↑j = 0 then 1 else -q
Try this:
  [apply] ring_nf
  
  The `ring` tactic failed to close the goal. Use `ring_nf` to obtain a normal form.
    
  Note that `ring` works primarily in *commutative* rings. If you have a noncommutative ring, abelian group or module, consider using `noncomm_ring`, `abel` or `module` instead.
Try this:
  [apply] ring_nf
  
  The `ring` tactic failed to close the goal. Use `ring_nf` to obtain a normal form.
    
  Note that `ring` works primarily in *commutative* rings. If you have a noncommutative ring, abelian group or module, consider using `noncomm_ring`, `abel` or `module` instead.
Try this:
  [apply] ring_nf
  
  The `ring` tactic failed to close the goal. Use `ring_nf` to obtain a normal form.
    
  Note that `ring` works primarily in *commutative* rings. If you have a noncommutative ring, abelian group or module, consider using `noncomm_ring`, `abel` or `module` instead.
Try this:
  [apply] ring_nf
  
  The `ring` tactic failed to close the goal. Use `ring_nf` to obtain a normal form.
    
  Note that `ring` works primarily in *commutative* rings. If you have a noncommutative ring, abelian group or module, consider using `noncomm_ring`, `abel` or `module` instead.
Main.lean:24:4: error: unsolved goals
case pos
n : ℕ
q : ℝ
B : Matrix (Fin (n + 1)) (Fin (n + 1)) ℝ :=
  of fun i j => if ↑i = 0 then if ↑j = 0 then 1 else -q else if ↑i = ↑j then 1 + q else 0
i : Fin n
j : Fin (n + 1)
e1 : ↑i.castSucc = ↑i
e2 : ↑i.succ = ↑i + 1
h✝³ : ↑j ≤ ↑i + 1
h✝² : False
h✝¹ : ↑j = 0
h✝ : ↑j ≤ ↑i
⊢ 1 = 2

case pos
n : ℕ
q : ℝ
B : Matrix (Fin (n + 1)) (Fin (n + 1)) ℝ :=
  of fun i j => if ↑i = 0 then if ↑j = 0 then 1 else -q else if ↑i = ↑j then 1 + q else 0
i : Fin n
j : Fin (n + 1)
e1 : ↑i.castSucc = ↑i
e2 : ↑i.succ = ↑i + 1
h✝³ : ↑j ≤ ↑i + 1
h✝² : False
h✝¹ : ¬↑j = 0
h✝ : ↑j ≤ ↑i
⊢ 1 = 1 - q

case neg
n : ℕ
q : ℝ
B : Matrix (Fin (n + 1)) (Fin (n + 1)) ℝ :=
  of fun i j => if ↑i = 0 then if ↑j = 0 then 1 else -q else if ↑i = ↑j then 1 + q else 0
i : Fin n
j : Fin (n + 1)
e1 : ↑i.castSucc = ↑i
e2 : ↑i.succ = ↑i + 1
h✝³ : ↑j ≤ ↑i + 1
h✝² : False
h✝¹ : ¬↑j = 0
h✝ : ¬↑j ≤ ↑i
⊢ 1 = -(q * 2)

case neg
n : ℕ
q : ℝ
B : Matrix (Fin (n + 1)) (Fin (n + 1)) ℝ :=
  of fun i j => if ↑i = 0 then if ↑j = 0 then 1 else -q else if ↑i = ↑j then 1 + q else 0
i : Fin n
j : Fin (n + 1)
e1 : ↑i.castSucc = ↑i
e2 : ↑i.succ = ↑i + 1
h✝³ : ¬↑j ≤ ↑i + 1
h✝² : False
h✝¹ : ¬↑j = 0
h✝ : ¬↑j ≤ ↑i
⊢ -q = -(q * 2)
Main.lean:34:11: warning: `Matrix.det_of_upperTriangular` has been deprecated: Use `Matrix.det_of_isUpperTriangular` instead
```

Cause. Two steps in the proof that the matrix and `B` have equal determinants fail.

In the first-row step, `split_ifs` adds a hypothesis deciding `↑j ≤ 0` but leaves both `if` expressions in the goal. One tests `↑j ≤ 0`, the other `↑j = 0`, and `rfl` fails because the two sides are not equal by definition. The repair splits on `j = 0` and lets `simp` evaluate both sides in each case.

In the step for the later rows, four impossible cases remain, each with `False` among its hypotheses. `omega` does not close them, so `first` moves on to `ring`. That does not prove the goals either, but it rewrites them to normal forms such as `1 = 2` without failing, so they are left unsolved. Putting `contradiction` first closes these cases from the `False` hypothesis.

Replacing `Matrix.det_of_upperTriangular` with `Matrix.det_of_isUpperTriangular` is mere tidying: the old name only drew a deprecation warning.

The change, after which it compiles:

```diff
@@ -20,11 +20,13 @@
     refine Matrix.det_eq_of_forall_row_eq_smul_add_pred (fun _ => 1) ?_ ?_
     · intro j
-      simp only [stepMatrix, B, Matrix.of_apply, Fin.le_def, Fin.val_zero]
-      split_ifs <;> first | omega | rfl
+      by_cases hj : j = 0
+      · subst hj
+        simp [stepMatrix, B]
+      · simp [stepMatrix, B, hj]
     · intro i j
       have e1 : (i.castSucc : ℕ) = i := rfl
       have e2 : (i.succ : ℕ) = i + 1 := rfl
       simp only [stepMatrix, B, Matrix.of_apply, Fin.le_def, e1, e2]
-      split_ifs <;> first | omega | ring
+      split_ifs <;> first | contradiction | omega | ring
   have hB : B.BlockTriangular id := by
     intro i j hij
@@ -32,5 +34,5 @@
     simp only [B, Matrix.of_apply]
     split_ifs <;> first | omega | rfl
-  rw [hAB, Matrix.det_of_upperTriangular hB, Fin.prod_univ_succ]
+  rw [hAB, Matrix.det_of_isUpperTriangular hB, Fin.prod_univ_succ]
   simp [B]
 
```
